# For antiferromagnetic power-law coupling with $s>2$, the checkerboard lies below the stripe pattern on the square lattice

## Two spin patterns and their lattice sums

Place a spin $\sigma=\pm1$ on every site of an infinite square lattice with lattice constant 1. Two spins separated by $n=(n_1,n_2)$ have the interaction energy $J\sigma\sigma'/|n|^s$. The constant $J$ is the coupling strength of nearest neighbours, and $J>0$ favours opposite spins. The exponent $s$ sets how fast the interaction decays; $s=3$ describes dipoles that point up or down perpendicular to the plane. The question is which has the lower energy: the checkerboard, where all nearest neighbours are opposite, or the stripe pattern, where whole columns alternate.

The answer rests on three sums over the nonzero sites:

$$Z=\sum_{n\ne0}\frac{1}{|n|^s},\qquad C=\sum_{n\ne0}\frac{(-1)^{n_1+n_2}}{|n|^s},\qquad T=\sum_{n\ne0}\frac{(-1)^{n_1}}{|n|^s}.$$

Here $Z$ is not a partition function and $T$ is not a temperature. The condition $s>2$ makes all three sums absolutely convergent. It leaves out the Coulomb case $s=1$.

```lean
import Mathlib

open Real

namespace CheckerboardStripe

noncomputable section
```

A site is a pair of integers in `ℤ × ℤ`, with `n.1` and `n.2` for $n_1$ and $n_2$. Its distance from the origin is $|n|=\sqrt{n_1^2+n_2^2}$.

```lean
/-- Euclidean distance of the square-lattice site `n` from the origin. -/
def siteDistance (n : ℤ × ℤ) : ℝ := √((n.1 : ℝ) ^ 2 + (n.2 : ℝ) ^ 2)
```

The coupling is $|n|^{-s}$ without the factor $J$. It is set to zero at $n=0$, so a spin does not interact with itself.

```lean
/-- Power-law coupling `|n|^(-s)` between the origin and the site `n`, without self-interaction. -/
def coupling (s : ℝ) (n : ℤ × ℤ) : ℝ := if n = 0 then 0 else siteDistance n ^ (-s)
```

For any weights $w(n)$, the lattice sum is $\sum_n w(n)\,|n|^{-s}$, where the term at the origin vanishes. Lean's `∑'` returns 0 for a series that does not converge absolutely, so for the three sums above the definition has its intended meaning only when $s>2$.

```lean
/-- Lattice sum of the couplings `|n|^(-s)` over all nonzero sites, with weights `w n`. -/
def latticeSum (s : ℝ) (w : ℤ × ℤ → ℝ) : ℝ := ∑' n, w n * coupling s n
```

The checkerboard configuration is $\sigma(n)=(-1)^{n_1+n_2}$. The same function serves as the weight in $C$, which is `latticeSum s checkerboard`.

```lean
/-- Checkerboard order: the spin at `n` is `(-1)^(n₁+n₂)`. -/
def checkerboard (n : ℤ × ℤ) : ℝ := (-1) ^ (n.1 + n.2)
```

The stripe configuration is $\sigma(n)=(-1)^{n_1}$, and $T$ is `latticeSum s stripe`. The sum $Z$ has the constant weight `fun _ => 1`.

```lean
/-- Stripe order: the spin at `n` is `(-1)^n₁`. -/
def stripe (n : ℤ × ℤ) : ℝ := (-1) ^ n.1
```

Each pair energy is shared equally between its two sites, so site $m$ has the energy

$$E(m)=\frac J2\sum_{n\neq0}\frac{\sigma(m)\,\sigma(m+n)}{|n|^s}.$$

```lean
/-- Energy of the site `m` in the spin configuration `σ`: half the sum of its pair
interactions `J σ(m) σ(m+n) / |n|^s` with all other sites. -/
def siteEnergy (J s : ℝ) (σ : ℤ × ℤ → ℝ) (m : ℤ × ℤ) : ℝ :=
  J / 2 * latticeSum s (fun n => σ m * σ (m + n))
```

## Absolute convergence for $s>2$

Distances are square roots and hence nonnegative.

```lean
lemma siteDistance_nonneg (n : ℤ × ℤ) : 0 ≤ siteDistance n := Real.sqrt_nonneg _
```

The couplings are therefore nonnegative too.

```lean
lemma coupling_nonneg (s : ℝ) (n : ℤ × ℤ) : 0 ≤ coupling s n := by
  unfold coupling
  split_ifs
  · exact le_rfl
  · exact Real.rpow_nonneg (siteDistance_nonneg n) _
```

A sign squares to one: $(-1)^k(-1)^k=1$ for every integer $k$.

```lean
lemma sign_mul_self (k : ℤ) : (-1 : ℝ) ^ k * (-1) ^ k = 1 := by
  rcases Int.even_or_odd k with h | h <;> simp [h.neg_one_zpow]
```

To bound the sum of the couplings, compare $|n|$ with $\|n\|_\infty=\max(|n_1|,|n_2|)$. Since $|n|\ge\|n\|_\infty$, we have $|n|^{-s}\le\|n\|_\infty^{-s}$ for $n\ne0$. The square shell $\|n\|_\infty=k$ contains $8k$ sites, so

$$\sum_{n\neq0}|n|^{-s}\le\sum_{k\ge1}8k\cdot k^{-s}=8\sum_{k\ge1}k^{1-s}<\infty .$$

```lean
/-- For `s > 2` the couplings of one site to all others have a finite sum. -/
theorem summable_coupling {s : ℝ} (hs : 2 < s) : Summable (coupling s) := by
  have h := (finTwoArrowEquiv ℤ).symm.summable_iff.mpr
    (EisensteinSeries.summable_one_div_norm_rpow hs)
  refine Summable.of_nonneg_of_le (coupling_nonneg s) (fun n => ?_) h
  obtain ⟨a, b⟩ := n
  change coupling s (a, b) ≤ ‖(![a, b] : Fin 2 → ℤ)‖ ^ (-s)
  by_cases h0 : ((a, b) : ℤ × ℤ) = 0
  · rw [coupling, if_pos h0]
    exact Real.rpow_nonneg (norm_nonneg _) _
  -- the Euclidean distance is at least the sup norm
  have hpos : 0 < ‖(![a, b] : Fin 2 → ℤ)‖ :=
    norm_pos_iff.mpr fun h => h0 (Prod.ext (congrFun h 0) (congrFun h 1))
  have hle : ‖(![a, b] : Fin 2 → ℤ)‖ ≤ siteDistance (a, b) := by
    refine (pi_norm_le_iff_of_nonneg (siteDistance_nonneg _)).mpr fun i => ?_
    fin_cases i
    · change ‖a‖ ≤ √((a : ℝ) ^ 2 + (b : ℝ) ^ 2)
      rw [Int.norm_eq_abs]
      exact Real.abs_le_sqrt (le_add_of_nonneg_right (sq_nonneg _))
    · change ‖b‖ ≤ √((a : ℝ) ^ 2 + (b : ℝ) ^ 2)
      rw [Int.norm_eq_abs]
      exact Real.abs_le_sqrt (le_add_of_nonneg_left (sq_nonneg _))
  rw [coupling, if_neg h0, Real.rpow_neg (siteDistance_nonneg _), Real.rpow_neg (norm_nonneg _)]
  exact inv_anti₀ (Real.rpow_pos_of_pos hpos _)
    (Real.rpow_le_rpow hpos.le hle (by linarith))
```

The convergence of the sum over square shells comes from a Mathlib lemma on Eisenstein series. The proof supplies the comparison of the two distances, one coordinate at a time, and then inverts the inequality between their powers.

A sign does not change the absolute value of a term, so the series with weights $(-1)^{k(n)}$ converges absolutely for any integer-valued function $k$.

```lean
lemma summable_sign {s : ℝ} (hs : 2 < s) (k : ℤ × ℤ → ℤ) :
    Summable fun n => (-1 : ℝ) ^ k n * coupling s n := by
  refine Summable.of_norm_bounded (g := coupling s) (summable_coupling hs) fun n => ?_
  have h : ‖(-1 : ℝ) ^ k n * coupling s n‖ = coupling s n := by
    rw [norm_mul, norm_zpow, norm_neg, norm_one, one_zpow, one_mul,
      Real.norm_of_nonneg (coupling_nonneg s n)]
  exact h.le
```

## The even sites form a larger square lattice

Let $R(n)=(n_1+n_2,\;n_1-n_2)$. This map turns the lattice by 45 degrees, with a reflection, and stretches it by $\sqrt2$:

$$(n_1+n_2)^2+(n_1-n_2)^2=2(n_1^2+n_2^2).$$

Hence $|R(n)|=\sqrt2\,|n|$, and for $n\neq0$

$$|R(n)|^{-s}=(\sqrt2)^{-s}|n|^{-s}=2^{-s/2}|n|^{-s}.$$

At the origin both couplings are zero. A nonzero site never lands on the origin, because $n_1+n_2=n_1-n_2=0$ forces $n=0$.

```lean
/-- The map `(n₁, n₂) ↦ (n₁+n₂, n₁-n₂)`, a reflection combined with a stretch by `√2`, multiplies
every coupling by `2^(-s/2)`. -/
theorem coupling_rotate (s : ℝ) (n : ℤ × ℤ) :
    coupling s (n.1 + n.2, n.1 - n.2) = 2 ^ (-s / 2) * coupling s n := by
  obtain ⟨a, b⟩ := n
  by_cases h0 : ((a, b) : ℤ × ℤ) = 0
  · obtain ⟨rfl, rfl⟩ := Prod.mk_eq_zero.mp h0
    simp [coupling]
  have h1 : ((a + b, a - b) : ℤ × ℤ) ≠ 0 := by
    intro h
    obtain ⟨h2, h3⟩ := Prod.mk_eq_zero.mp h
    exact h0 (Prod.mk_eq_zero.mpr ⟨by omega, by omega⟩)
  have hd : siteDistance (a + b, a - b) = √2 * siteDistance (a, b) := by
    unfold siteDistance
    rw [← Real.sqrt_mul (by norm_num)]
    congr 1
    push_cast
    ring
  have h2 : (√2 : ℝ) ^ (-s) = 2 ^ (-s / 2) := by
    rw [Real.sqrt_eq_rpow, ← Real.rpow_mul (by norm_num)]
    congr 1
    ring
  change coupling s (a + b, a - b) = _
  rw [coupling, if_neg h1, coupling, if_neg h0, hd,
    Real.mul_rpow (Real.sqrt_nonneg _) (siteDistance_nonneg _), h2]
```

The factor $1+(-1)^{n_1+n_2}$ equals 2 when $n_1+n_2$ is even and 0 when it is odd. The map $R$ reaches every even site exactly once: if $n_1+n_2=2k$, then $n=R(k,n_1-k)$, and $R(n)$ determines $n$. Replacing the sum over even sites by a sum over their preimages gives

$$\sum_{n\ne0}\bigl(1+(-1)^{n_1+n_2}\bigr)\frac{w(n)}{|n|^s}
=2\sum_{n\ne0}\frac{w(R(n))}{|R(n)|^s}
=2\cdot2^{-s/2}\sum_{n\ne0}\frac{w(R(n))}{|n|^s}.$$

```lean
/-- The factor `1 + (-1)^(n₁+n₂)` doubles the terms with `n₁+n₂` even and removes the others; the
resulting sum is `2 * 2^(-s/2)` times the full lattice sum with weights `w (n₁+n₂, n₁-n₂)`. -/
theorem even_sublattice_sum (s : ℝ) (w : ℤ × ℤ → ℝ) :
    ∑' n, (1 + checkerboard n) * (w n * coupling s n) =
      2 * 2 ^ (-s / 2) * latticeSum s (fun n => w (n.1 + n.2, n.1 - n.2)) := by
  have hinj : Function.Injective (fun n : ℤ × ℤ => (n.1 + n.2, n.1 - n.2)) := by
    rintro ⟨a, b⟩ ⟨c, d⟩ h
    simp only [Prod.mk.injEq] at h ⊢
    constructor <;> omega
  have hsupp : Function.support (fun n => (1 + checkerboard n) * (w n * coupling s n)) ⊆
      Set.range (fun n : ℤ × ℤ => (n.1 + n.2, n.1 - n.2)) := by
    rintro ⟨a, b⟩ h
    rcases Int.even_or_odd (a + b) with ⟨k, hk⟩ | ho
    · exact ⟨(k, a - k), by simp only [Prod.mk.injEq]; constructor <;> omega⟩
    · rw [Function.mem_support] at h
      refine (h ?_).elim
      simp [checkerboard, ho.neg_one_zpow]
  refine (hinj.tsum_eq hsupp).symm.trans ?_
  rw [latticeSum, ← tsum_mul_left]
  refine tsum_congr fun n => ?_
  have he : checkerboard (n.1 + n.2, n.1 - n.2) = 1 := by
    have h : Even ((n.1 + n.2) + (n.1 - n.2)) := ⟨n.1, by ring⟩
    exact h.neg_one_zpow
  simp only [he, coupling_rotate]
  ring
```

In the proof, `hinj` states that $R$ is injective and `hsupp` that every nonzero term sits on a site reached by $R$. These two facts justify the change of summation variable; `coupling_rotate` then supplies the factor $2^{-s/2}$.

## The checkerboard sum in terms of $Z$

Take $w=1$. Absolute convergence allows the left side to be split into $Z+C$, while the right side is $2\cdot2^{-s/2}Z=2^{1-s/2}Z$. Therefore

$$C=\bigl(2^{1-s/2}-1\bigr)Z.$$

```lean
/-- For `s > 2` the checkerboard sum is `2^(1-s/2) - 1` times the unweighted sum. -/
theorem checkerboard_sum {s : ℝ} (hs : 2 < s) :
    latticeSum s checkerboard = (2 ^ (1 - s / 2) - 1) * latticeSum s (fun _ => 1) := by
  have h : ∑' n, (1 + checkerboard n) * (1 * coupling s n) =
      2 * 2 ^ (-s / 2) * latticeSum s (fun _ => 1) := even_sublattice_sum s (fun _ => 1)
  have hsplit : ∑' n, (1 + checkerboard n) * (1 * coupling s n) =
      latticeSum s (fun _ => 1) + latticeSum s checkerboard := by
    have h1 : Summable fun n => (1 : ℝ) * coupling s n := (summable_coupling hs).mul_left 1
    have h2 : Summable fun n => checkerboard n * coupling s n :=
      summable_sign hs fun n => n.1 + n.2
    refine Eq.trans (tsum_congr fun n => ?_) (h1.tsum_add h2)
    ring
  have hp : (2 : ℝ) ^ (1 - s / 2) = 2 * 2 ^ (-s / 2) := by
    rw [show 1 - s / 2 = 1 + -s / 2 by ring, Real.rpow_add two_pos, Real.rpow_one]
  rw [hp]
  linear_combination h - hsplit
```

The two evaluations of the same sum are `h` and `hsplit`, and `linear_combination` subtracts one from the other.

## The stripe sum is a scaled checkerboard sum

Now take $w(n)=(-1)^{n_1}$. Because $(-1)^{2n_1}=1$,

$$\bigl(1+(-1)^{n_1+n_2}\bigr)(-1)^{n_1}=(-1)^{n_1}+(-1)^{n_2}.$$

Exchanging the axes leaves distances unchanged, so both terms on the right sum to $T$, and the left side of the sublattice formula is $2T$. On its right side the rotated weight is $w(R(n))=(-1)^{n_1+n_2}$, the checkerboard. Thus $2T=2\cdot2^{-s/2}C$, or

$$T=2^{-s/2}C.$$

```lean
/-- For `s > 2` the stripe sum is exactly `2^(-s/2)` times the checkerboard sum. -/
theorem stripe_eq_checkerboard {s : ℝ} (hs : 2 < s) :
    latticeSum s stripe = 2 ^ (-s / 2) * latticeSum s checkerboard := by
  have h : ∑' n, (1 + checkerboard n) * (stripe n * coupling s n) =
      2 * 2 ^ (-s / 2) * latticeSum s checkerboard := even_sublattice_sum s stripe
  -- stripes along either axis have the same sum
  have hswap : ∑' n : ℤ × ℤ, (-1 : ℝ) ^ n.2 * coupling s n = latticeSum s stripe := by
    refine Eq.trans (tsum_congr fun n => ?_)
      ((Equiv.prodComm ℤ ℤ).tsum_eq (fun n => stripe n * coupling s n))
    obtain ⟨a, b⟩ := n
    have hd : siteDistance (b, a) = siteDistance (a, b) := by
      unfold siteDistance
      rw [add_comm]
    have h0 : ((b, a) : ℤ × ℤ) = 0 ↔ ((a, b) : ℤ × ℤ) = 0 := by simp [and_comm]
    have hc : coupling s (b, a) = coupling s (a, b) := by simp only [coupling, h0, hd]
    change (-1 : ℝ) ^ b * coupling s (a, b) = (-1 : ℝ) ^ b * coupling s (b, a)
    rw [hc]
  have hsplit : ∑' n, (1 + checkerboard n) * (stripe n * coupling s n) =
      latticeSum s stripe + ∑' n : ℤ × ℤ, (-1 : ℝ) ^ n.2 * coupling s n := by
    have h1 : Summable fun n => stripe n * coupling s n := summable_sign hs fun n => n.1
    refine Eq.trans (tsum_congr fun n => ?_) (h1.tsum_add (summable_sign hs fun n => n.2))
    simp only [checkerboard, stripe]
    rw [zpow_add₀ (by norm_num : (-1 : ℝ) ≠ 0)]
    linear_combination ((-1 : ℝ) ^ n.2 * coupling s n) * sign_mul_self n.1
  linear_combination (h - hsplit - hswap) / 2
```

The axis exchange is `hswap`, and the splitting into two stripe sums is `hsplit`.

## Signs and order of the two sums

Write $q=2^{-s/2}$. For $s>2$ we have $0<q<1$ and $2q=2^{1-s/2}<1$. The sum $Z$ is positive, since no term is negative and the site $(1,0)$ contributes 1. Hence $C=(2q-1)Z<0$. Substitution into $T=qC$ gives

$$T=(2q^2-q)Z=\bigl(2^{1-s}-2^{-s/2}\bigr)Z.$$

Finally $T=qC<0$ and $T-C=(1-q)(-C)>0$, so $C<T<0$.

```lean
/-- For `s > 2` the checkerboard and stripe sums are explicit multiples of the unweighted sum;
both are negative, and the checkerboard sum is the lower one. -/
theorem checkerboard_lt_stripe {s : ℝ} (hs : 2 < s) :
    latticeSum s checkerboard = (2 ^ (1 - s / 2) - 1) * latticeSum s (fun _ => 1) ∧
    latticeSum s stripe = (2 ^ (1 - s) - 2 ^ (-s / 2)) * latticeSum s (fun _ => 1) ∧
    latticeSum s checkerboard < latticeSum s stripe ∧ latticeSum s stripe < 0 := by
  have hC := checkerboard_sum hs
  have hT := stripe_eq_checkerboard hs
  have hZ : 0 < latticeSum s (fun _ => 1) := by
    have h1 : Summable fun n => (1 : ℝ) * coupling s n := (summable_coupling hs).mul_left 1
    refine h1.tsum_pos (fun n => ?_) (1, 0) ?_
    · rw [one_mul]
      exact coupling_nonneg s n
    · simp [coupling, siteDistance]
  have hx0 : (0 : ℝ) < 2 ^ (-s / 2) := Real.rpow_pos_of_pos two_pos _
  have hx1 : (2 : ℝ) ^ (-s / 2) < 1 :=
    Real.rpow_lt_one_of_one_lt_of_neg one_lt_two (by linarith)
  have hy : (2 : ℝ) ^ (1 - s / 2) < 1 :=
    Real.rpow_lt_one_of_one_lt_of_neg one_lt_two (by linarith)
  have hneg : latticeSum s checkerboard < 0 := by
    rw [hC]
    exact mul_neg_of_neg_of_pos (by linarith) hZ
  have hp : (2 : ℝ) ^ (1 - s) = 2 ^ (-s / 2) * 2 ^ (1 - s / 2) := by
    rw [← Real.rpow_add two_pos]
    congr 1
    ring
  refine ⟨hC, ?_, ?_, ?_⟩
  · rw [hT, hC, hp]
    ring
  · rw [hT]
    nlinarith [mul_pos (sub_pos.mpr hx1) (neg_pos.mpr hneg)]
  · rw [hT]
    exact mul_neg_of_pos_of_neg hx0 hneg
```

The theorem collects four statements: the two formulas, $C<T$, and $T<0$. The product $(1-q)(-C)$ is the positive quantity handed to `nlinarith` for the comparison.

## From lattice sums to site energies

In the checkerboard, the product of two spins depends only on their separation:

$$\sigma(m)\sigma(m+n)=(-1)^{m_1+m_2}(-1)^{m_1+m_2+n_1+n_2}=(-1)^{n_1+n_2}.$$

In the stripe pattern the same calculation gives $(-1)^{n_1}$. Every checkerboard site therefore has energy $JC/2$ and every stripe site $JT/2$. For $J>0$, multiplying $C<T$ by $J/2$ gives

$$E_{\text{checkerboard}}(m)<E_{\text{stripe}}(m')$$

for any two sites $m$ and $m'$.

```lean
/-- For antiferromagnetic coupling `J > 0` decaying as `|n|^(-s)` with `s > 2`, every site has
a lower energy in the checkerboard order than any site has in the stripe order. -/
theorem siteEnergy_checkerboard_lt_stripe {J s : ℝ} (hJ : 0 < J) (hs : 2 < s) (m m' : ℤ × ℤ) :
    siteEnergy J s checkerboard m < siteEnergy J s stripe m' := by
  have hshift (k l : ℤ) : (-1 : ℝ) ^ k * (-1) ^ (k + l) = (-1) ^ l := by
    rw [zpow_add₀ (by norm_num : (-1 : ℝ) ≠ 0), ← mul_assoc, sign_mul_self, one_mul]
  -- the product of two spins depends only on their separation
  have hc : (fun n => checkerboard m * checkerboard (m + n)) = checkerboard := by
    funext n
    change (-1 : ℝ) ^ (m.1 + m.2) * (-1) ^ ((m.1 + n.1) + (m.2 + n.2)) = (-1) ^ (n.1 + n.2)
    rw [show (m.1 + n.1) + (m.2 + n.2) = (m.1 + m.2) + (n.1 + n.2) by ring]
    exact hshift _ _
  have ht : (fun n => stripe m' * stripe (m' + n)) = stripe := by
    funext n
    exact hshift m'.1 n.1
  unfold siteEnergy
  rw [hc, ht]
  exact mul_lt_mul_of_pos_left (checkerboard_lt_stripe hs).2.2.1 (by positivity)

end

end CheckerboardStripe
```

```lean
#print axioms CheckerboardStripe.siteEnergy_checkerboard_lt_stripe
```

```
'CheckerboardStripe.siteEnergy_checkerboard_lt_stripe' depends on axioms: [propext, Classical.choice, Quot.sound]
```

## Zero coupling and real layers

If $J=0$, both site energies are zero and the strict inequality fails. The condition $J\ge0$ would therefore not be enough.

The comparison concerns two given patterns and does not identify the ground state among all spin configurations. The model has a pure power law at all distances, whereas a magnetic layer can also have short-range exchange. A sufficiently strong ferromagnetic exchange between nearest neighbours would reverse the order of the two patterns.

In simulation practice, the relation $T=2^{-s/2}C$ gives a consistency check for a program that evaluates lattice sums of classical $\pm1$ spins on the infinite square lattice with $s>2$.
